# Schwinger's basis approximation is the exact T-matrix of a separable potential

Restrict a scattering calculation to a finite basis, and the T-matrix that comes out will in general fail the Lippmann–Schwinger equation of the potential V you started from. If that is all you know, you can't say which scattering problem, if any, the answer belongs to. And when the small matrix to be inverted turns singular at some energy, you can't tell whether a formula has failed or a scattering equation has.

For Schwinger's approximation with finite matrices at one fixed energy, both questions have an answer, provided that the matrix of V in the basis is invertible. The approximation solves exactly the equation of a separable potential W that agrees with V on the basis, and the small matrix is singular precisely when W's equation has no solution.

## Potential, propagator and basis as matrices

```lean
import Mathlib

open Matrix

namespace SchwingerSeparable

noncomputable section

variable {n m : Type*} [Fintype n] [Fintype m] [DecidableEq m]
```

The index type `n` labels the states or grid points of the full space, and `m` labels the basis vectors. Both are finite, so continuum limits and the limit onto the energy shell are not treated.

```lean
/-- The Lippmann–Schwinger equation `X = U + U G X` for the T-matrix `X` of a potential `U`
with propagator `G`. -/
def IsTMatrix (U G X : Matrix n n ℂ) : Prop := X = U + U * G * X
```

`Matrix n n ℂ` is the type of complex square matrices, and `IsTMatrix U G X` is the statement

X = U + UGX.

Here U is a potential and G the propagator at the chosen energy. Nothing more is assumed about either: U need not be Hermitian, and G need not come from a Hamiltonian.

```lean
/-- The matrix `M = B* V B` of the potential in the basis formed by the columns of `B`. -/
def potentialMatrix (V : Matrix n n ℂ) (B : Matrix n m ℂ) : Matrix m m ℂ := Bᴴ * V * B
```

The columns of B are the basis vectors. With B† for the adjoint (`Bᴴ` in the code, B* in its comments), this is M = B†VB. Requiring M to be invertible means that the columns of B are linearly independent and that V maps no nonzero vector in their span to zero, or to a vector orthogonal to the whole span.

```lean
/-- The matrix `D = B* (V - V G V) B` of Schwinger's variational method. -/
def schwingerMatrix (V G : Matrix n n ℂ) (B : Matrix n m ℂ) : Matrix m m ℂ :=
  Bᴴ * (V - V * G * V) * B
```

This is D = B†(V − VGV)B, the matrix that appears when Schwinger's functional is made stationary over the span of the basis. The file starts from D itself, not from the variational principle.

```lean
/-- The separable potential `W = V B M⁻¹ B* V`, meant for invertible `M = B* V B`. -/
def separablePotential (V : Matrix n n ℂ) (B : Matrix n m ℂ) : Matrix n n ℂ :=
  V * B * (potentialMatrix V B)⁻¹ * Bᴴ * V
```

W = VB M⁻¹ B†V

W is separable: its rank is at most the number of basis vectors.

```lean
/-- Schwinger's basis approximation `T = V B D⁻¹ B* V` to the T-matrix, meant for
invertible `D = B* (V - V G V) B`. -/
def schwingerT (V G : Matrix n n ℂ) (B : Matrix n m ℂ) : Matrix n n ℂ :=
  V * B * (schwingerMatrix V G B)⁻¹ * Bᴴ * V
```

T = VB D⁻¹ B†V

T has the same form as W, with D in place of M.

## The separable potential and its T-matrix

```lean
omit [Fintype m] [DecidableEq m] in
/-- Schwinger's matrix is the potential matrix minus the second-order Born term in the basis. -/
theorem schwingerMatrix_eq (V G : Matrix n n ℂ) (B : Matrix n m ℂ) :
    schwingerMatrix V G B = potentialMatrix V B - Bᴴ * V * G * V * B := by
  simp only [schwingerMatrix, potentialMatrix, Matrix.mul_sub, Matrix.sub_mul, Matrix.mul_assoc]
```

Write K = B†VGVB for the second-order Born term in the basis. Multiplying out the definition of D gives

D = M − K.

```lean
/-- The separable potential acts on the basis vectors exactly as the original potential does,
from the right and from the left. -/
theorem separablePotential_on_basis (V : Matrix n n ℂ) (B : Matrix n m ℂ)
    (hM : IsUnit (potentialMatrix V B).det) :
    separablePotential V B * B = V * B ∧ Bᴴ * separablePotential V B = Bᴴ * V := by
  constructor
  · calc separablePotential V B * B
        = V * B * ((potentialMatrix V B)⁻¹ * potentialMatrix V B) := by
          simp only [separablePotential, potentialMatrix, Matrix.mul_assoc]
      _ = V * B := by rw [Matrix.nonsing_inv_mul _ hM, Matrix.mul_one]
  · calc Bᴴ * separablePotential V B
        = (potentialMatrix V B * (potentialMatrix V B)⁻¹) * (Bᴴ * V) := by
          simp only [separablePotential, potentialMatrix, Matrix.mul_assoc]
      _ = Bᴴ * V := by rw [Matrix.mul_nonsing_inv _ hM, Matrix.one_mul]
```

The hypothesis `IsUnit (potentialMatrix V B).det` says that det M ≠ 0. Then M⁻¹ cancels against M on either side:

WB = VB M⁻¹ (B†VB) = VB
B†W = (B†VB) M⁻¹ B†V = B†V

So W and V agree on the basis, though they may differ elsewhere.

```lean
/-- Schwinger's basis approximation satisfies the Lippmann–Schwinger equation of the
separable potential. -/
theorem schwingerT_isTMatrix (V G : Matrix n n ℂ) (B : Matrix n m ℂ)
    (hM : IsUnit (potentialMatrix V B).det) (hD : IsUnit (schwingerMatrix V G B).det) :
    IsTMatrix (separablePotential V B) G (schwingerT V G B) := by
  have hK : Bᴴ * V * G * V * B = potentialMatrix V B - schwingerMatrix V G B := by
    rw [schwingerMatrix_eq]; abel
  -- the resolvent-type identity M⁻¹ (M - D) D⁻¹ = D⁻¹ - M⁻¹
  have hR : (potentialMatrix V B)⁻¹ * (Bᴴ * V * G * V * B) * (schwingerMatrix V G B)⁻¹
      = (schwingerMatrix V G B)⁻¹ - (potentialMatrix V B)⁻¹ := by
    rw [hK, Matrix.mul_sub, Matrix.sub_mul, Matrix.nonsing_inv_mul _ hM, Matrix.one_mul,
      Matrix.mul_assoc, Matrix.mul_nonsing_inv _ hD, Matrix.mul_one]
  have hWGT : separablePotential V B * G * schwingerT V G B
      = schwingerT V G B - separablePotential V B := by
    calc separablePotential V B * G * schwingerT V G B
        = V * B * ((potentialMatrix V B)⁻¹ * (Bᴴ * V * G * V * B)
            * (schwingerMatrix V G B)⁻¹) * (Bᴴ * V) := by
          simp only [separablePotential, schwingerT, Matrix.mul_assoc]
      _ = schwingerT V G B - separablePotential V B := by
          rw [hR]
          simp only [separablePotential, schwingerT, Matrix.mul_sub, Matrix.sub_mul,
            Matrix.mul_assoc]
  unfold IsTMatrix
  rw [hWGT]
  abel
```

Let M and D both be invertible, and put the definitions into WGT. The factors between M⁻¹ and D⁻¹ are exactly K, and K = M − D (`hK`):

WGT = VB M⁻¹ K D⁻¹ B†V
M⁻¹(M − D)D⁻¹ = D⁻¹ − M⁻¹

The second line is `hR`. Inserting it into the first gives `hWGT`:

WGT = VB D⁻¹ B†V − VB M⁻¹ B†V = T − W

This is T = W + WGT.

## No other solution, and none when D is singular

```lean
/-- If `X` is a T-matrix of `U`, then `1 + X G` is a right inverse of `1 - U G`. -/
theorem IsTMatrix.right_inverse [DecidableEq n] {U G X : Matrix n n ℂ}
    (h : IsTMatrix U G X) :
    (1 - U * G) * (1 + X * G) = 1 := by
  unfold IsTMatrix at h
  linear_combination (norm := noncomm_ring) h * G
```

Suppose X = U + UGX. Then

(1 − UG)(1 + XG) = 1 + (X − U − UGX)G = 1.

The tactic `linear_combination` does the same: it multiplies the hypothesis by G on the right and checks the rest by non-commutative algebra.

```lean
/-- A potential has at most one T-matrix for a given propagator. -/
theorem IsTMatrix.unique [DecidableEq n] {U G X Y : Matrix n n ℂ} (hX : IsTMatrix U G X)
    (hY : IsTMatrix U G Y) : X = Y := by
  have hl : (1 + X * G) * (1 - U * G) = 1 := mul_eq_one_comm.mp hX.right_inverse
  have hz : (1 - U * G) * X = (1 - U * G) * Y := by
    unfold IsTMatrix at hX hY
    linear_combination (norm := noncomm_ring) hX - hY
  calc X = (1 + X * G) * (1 - U * G) * X := by rw [hl, one_mul]
    _ = (1 + X * G) * ((1 - U * G) * X) := mul_assoc _ _ _
    _ = (1 + X * G) * ((1 - U * G) * Y) := by rw [hz]
    _ = (1 + X * G) * (1 - U * G) * Y := (mul_assoc _ _ _).symm
    _ = Y := by rw [hl, one_mul]
```

For finite square matrices a right inverse is also a left inverse (`mul_eq_one_comm`). If X and Y both solve the equation, then

(1 − UG)X = U = (1 − UG)Y,

and multiplying by 1 + XG from the left gives X = Y.

```lean
/-- The Fredholm determinant of the separable potential, times `det M`, is the determinant
of Schwinger's small matrix `D`. -/
theorem det_one_sub_separable [DecidableEq n] (V G : Matrix n n ℂ) (B : Matrix n m ℂ)
    (hM : IsUnit (potentialMatrix V B).det) :
    (1 - separablePotential V B * G).det * (potentialMatrix V B).det
      = (schwingerMatrix V G B).det := by
  have h1 : separablePotential V B * G
      = (V * B) * ((potentialMatrix V B)⁻¹ * (Bᴴ * V * G)) := by
    simp only [separablePotential, Matrix.mul_assoc]
  have h2 : potentialMatrix V B * ((potentialMatrix V B)⁻¹ * (Bᴴ * V * G) * (V * B))
      = Bᴴ * V * G * V * B := by
    calc _ = (potentialMatrix V B * (potentialMatrix V B)⁻¹) * (Bᴴ * V * G * V * B) := by
          simp only [Matrix.mul_assoc]
      _ = _ := by rw [Matrix.mul_nonsing_inv _ hM, Matrix.one_mul]
  -- move the determinant from the full space to the basis
  rw [h1, Matrix.det_one_sub_mul_comm, mul_comm (Matrix.det _), ← Matrix.det_mul,
    Matrix.mul_sub, Matrix.mul_one, h2, schwingerMatrix_eq]
```

Let M be invertible, and write A = VB and R = M⁻¹B†VG, so that WG = AR and RA = M⁻¹K. Since det(1 − AR) = det(1 − RA), the determinant moves from the full space to the basis:

det(1 − WG) · det M = det(1 − M⁻¹K) · det M = det(M − K) = det D

```lean
/-- Main theorem: a matrix `X` solves the Lippmann–Schwinger equation of the separable potential
if and only if `D` is invertible and `X` is Schwinger's basis approximation. -/
theorem isTMatrix_separable_iff [DecidableEq n] (V G X : Matrix n n ℂ) (B : Matrix n m ℂ)
    (hM : IsUnit (potentialMatrix V B).det) :
    IsTMatrix (separablePotential V B) G X ↔
      IsUnit (schwingerMatrix V G B).det ∧ X = schwingerT V G B := by
  constructor
  · intro h
    have hD : IsUnit (schwingerMatrix V G B).det := by
      rw [← det_one_sub_separable V G B hM]
      exact (Matrix.isUnit_det_of_right_inverse h.right_inverse).mul hM
    exact ⟨hD, h.unique (schwingerT_isTMatrix V G B hM hD)⟩
  · rintro ⟨hD, rfl⟩
    exact schwingerT_isTMatrix V G B hM hD
```

This is the main theorem. With M invertible, X solves X = W + WGX if and only if D is invertible and X = T.

From left to right, a solution makes 1 − WG invertible, the determinant identity then makes D invertible, and uniqueness gives X = T. From right to left, it is the calculation of WGT above.

The T-matrix could also have been defined by the formula (1 − UG)⁻¹U. Uniqueness would then be built in, but Lean's inverse returns zero for a singular matrix, so the formula would yield a "T-matrix" even where the equation has no solution. With the equation as the definition, the theorem can detect that case.

## Where the approximation is exact for V itself

```lean
/-- If the scattering state `ψ = B c` of the original potential, with incoming wave `φ`, lies in
the span of the basis, then Schwinger's approximation gives `T φ = V ψ`. -/
theorem schwingerT_exact_on_state (V G : Matrix n n ℂ) (B : Matrix n m ℂ)
    (hD : IsUnit (schwingerMatrix V G B).det) (φ : n → ℂ) (c : m → ℂ)
    (hψ : B *ᵥ c = φ + (G * V) *ᵥ (B *ᵥ c)) :
    schwingerT V G B *ᵥ φ = V *ᵥ (B *ᵥ c) := by
  have hφ : φ = B *ᵥ c - (G * V) *ᵥ (B *ᵥ c) := eq_sub_of_add_eq hψ.symm
  -- the coefficients solve the small linear system D c = B* V φ
  have h1 : (Bᴴ * V) *ᵥ φ = schwingerMatrix V G B *ᵥ c := by
    rw [hφ]
    simp only [schwingerMatrix_eq, potentialMatrix, Matrix.mulVec_sub, Matrix.sub_mulVec,
      Matrix.mulVec_mulVec, Matrix.mul_assoc]
  calc schwingerT V G B *ᵥ φ
      = (V * B * (schwingerMatrix V G B)⁻¹) *ᵥ ((Bᴴ * V) *ᵥ φ) := by
        simp only [schwingerT, Matrix.mulVec_mulVec, Matrix.mul_assoc]
    _ = V *ᵥ (B *ᵥ c) := by
        rw [h1, Matrix.mulVec_mulVec, Matrix.mul_assoc, Matrix.nonsing_inv_mul _ hD,
          Matrix.mul_one, ← Matrix.mulVec_mulVec]
```

Here `*ᵥ` applies a matrix to a vector. Let the scattering state be ψ = Bc, with incoming wave φ and ψ = φ + GVψ. Then φ = Bc − GVBc, and so

B†Vφ = Mc − Kc = Dc
Tφ = VB D⁻¹ Dc = VBc = Vψ.

Only D has to be invertible. A basis whose span contains the true state for this φ therefore gives Tφ without error.

In a program, one can form VB once, solve the small linear system Dc = B†Vφ for each incoming wave, and obtain Tφ as VBc. Neither W nor M⁻¹ has to be computed.

```lean
/-- If the original potential factors through the basis, `V = V B C`, then Schwinger's
approximation satisfies the Lippmann–Schwinger equation of `V` itself. -/
theorem schwingerT_exact_of_factor (V G : Matrix n n ℂ) (B : Matrix n m ℂ)
    (C : Matrix m n ℂ) (hC : V * B * C = V) (hD : IsUnit (schwingerMatrix V G B).det) :
    IsTMatrix V G (schwingerT V G B) := by
  -- D = M (1 - C G V B), so M is invertible as well
  have hMC : potentialMatrix V B * (C * G * V * B) = Bᴴ * V * G * V * B := by
    calc _ = Bᴴ * (V * B * C) * G * V * B := by
          simp only [potentialMatrix, Matrix.mul_assoc]
      _ = _ := by rw [hC]
  have hfac : schwingerMatrix V G B = potentialMatrix V B * (1 - C * G * V * B) := by
    rw [Matrix.mul_sub, Matrix.mul_one, hMC, schwingerMatrix_eq]
  have hM : IsUnit (potentialMatrix V B).det := by
    have h := hD
    rw [hfac, Matrix.det_mul] at h
    exact isUnit_of_mul_isUnit_left h
  -- the separable potential coincides with V
  have hW : separablePotential V B = V := by
    calc separablePotential V B
        = V * B * (potentialMatrix V B)⁻¹ * Bᴴ * (V * B * C) := by
          rw [hC, separablePotential]
      _ = separablePotential V B * B * C := by
          simp only [separablePotential, Matrix.mul_assoc]
      _ = V := by rw [(separablePotential_on_basis V B hM).1, hC]
  have hT := schwingerT_isTMatrix V G B hM hD
  rwa [hW] at hT

end

end SchwingerSeparable
```

Now let D be invertible, and let V itself factor through the basis, V = VBC for some matrix C. Then K = MCGVB, hence

D = M(1 − CGVB),

and invertibility of D forces that of M. Moreover

W = VB M⁻¹ B†(VBC) = WBC = VBC = V,

so the equation that T solves is the Lippmann–Schwinger equation of V.

```lean
#print axioms SchwingerSeparable.separablePotential_on_basis
#print axioms SchwingerSeparable.isTMatrix_separable_iff
#print axioms SchwingerSeparable.schwingerT_exact_on_state
#print axioms SchwingerSeparable.schwingerT_exact_of_factor
```

```
'SchwingerSeparable.separablePotential_on_basis' depends on axioms: [propext, Classical.choice, Quot.sound]
'SchwingerSeparable.isTMatrix_separable_iff' depends on axioms: [propext, Classical.choice, Quot.sound]
'SchwingerSeparable.schwingerT_exact_on_state' depends on axioms: [propext, Classical.choice, Quot.sound]
'SchwingerSeparable.schwingerT_exact_of_factor' depends on axioms: [propext, Classical.choice, Quot.sound]
```
